# A level-shifted Roothaan step is a penalised descent step

An unshifted Roothaan step minimises the linear functional $\operatorname{tr}(F(P)R)$, not the energy, and the iteration can cycle. On two sites with $h=0$ and a mean field that keeps the diagonal of $P$, the density $\operatorname{diag}(1,0)$ is sent to $\operatorname{diag}(0,1)$ and back at energy $1/2$, while the evenly shared state has energy $1/4$. For real idempotent density matrices of fixed trace in a finite orthonormal basis, the parts below show that the shift $F\to F-bP$ with $b>0$, used to stabilise self-consistent-field iterations, acts as a penalty on the step length. If the energy is quadratic in $P$ with gradient $F(P)$, a large enough $b$ keeps a step from raising it.

## Setting

Matrices are real and indexed by a finite type `n`. `IsProjector` means symmetric and idempotent, so occupations are 0 or 1 and $\operatorname{tr}P$ counts occupied orbitals. At fixed trace, $F-bP$ and the shifted-virtuals form $F+b(1-P)$ give functionals differing by a constant. `sqDist P Q` is $d=\operatorname{tr}((Q-P)^2)$.

In Lean 4 with Mathlib:

```lean
import Mathlib

open Matrix

namespace LevelShiftedRoothaan

noncomputable section

variable {n : Type*} [Fintype n]

/-- A real symmetric idempotent matrix, modelling a single-determinant density matrix with occupations 0 or 1 in an orthonormal basis. -/
structure IsProjector (P : Matrix n n ℝ) : Prop where
  isSymm : P.IsSymm
  idem : P * P = P

/-- The level-shifted Fock matrix `F - b P`. -/
def shiftedFock (F : Matrix n n ℝ) (b : ℝ) (P : Matrix n n ℝ) : Matrix n n ℝ := F - b • P

/-- The squared step length `tr((Q - P)²)` between two density matrices. -/
def sqDist (P Q : Matrix n n ℝ) : ℝ := trace ((Q - P) * (Q - P))

/-- The penalised linear functional `tr(F R) + (b/2) tr((R - P)²)` centred at `P`. -/
def penalised (F : Matrix n n ℝ) (b : ℝ) (P R : Matrix n n ℝ) : ℝ :=
  trace (F * R) + b / 2 * sqDist P R
```

Both kinds of step are minimisers over projectors with the trace of $P$.

```lean
/-- Level-shifted Roothaan step in variational form: `Q` minimises `tr((F - b P) R)` over all
projectors `R` with the trace of `P`. -/
structure IsRoothaanStep (F : Matrix n n ℝ) (b : ℝ) (P Q : Matrix n n ℝ) : Prop where
  proj : IsProjector Q
  tr : trace Q = trace P
  minimal : ∀ R, IsProjector R → trace R = trace P →
    trace (shiftedFock F b P * Q) ≤ trace (shiftedFock F b P * R)

/-- Proximal step: `Q` minimises the penalised functional centred at `P` over all projectors
`R` with the trace of `P`. -/
structure IsProximalStep (F : Matrix n n ℝ) (b : ℝ) (P Q : Matrix n n ℝ) : Prop where
  proj : IsProjector Q
  tr : trace Q = trace P
  minimal : ∀ R, IsProjector R → trace R = trace P → penalised F b P Q ≤ penalised F b P R
```

The Fock matrix is $F(P)=h+G(P)$ with $G$ linear, and $E(P)=\operatorname{tr}(hP)+\tfrac12\operatorname{tr}(G(P)P)$. This excludes exchange-correlation functionals that are not quadratic in $P$. For a closed shell, $P$ is the density matrix of one spin and $E$ is half the electronic energy; the two-site models here then describe two electrons of opposite spin with on-site repulsion 1.

```lean
/-- The Fock matrix `h + G(P)` built from a core Hamiltonian and a linear mean-field map. -/
def fock (h : Matrix n n ℝ) (G : Matrix n n ℝ →ₗ[ℝ] Matrix n n ℝ) (P : Matrix n n ℝ) :
    Matrix n n ℝ := h + G P

/-- The mean-field energy `tr(h P) + (1/2) tr(G(P) P)`. -/
def energy (h : Matrix n n ℝ) (G : Matrix n n ℝ →ₗ[ℝ] Matrix n n ℝ) (P : Matrix n n ℝ) : ℝ :=
  trace (h * P) + 1 / 2 * trace (G P * P)
```

Left unproved here are the general existence of a step, its identification with aufbau filling, convergence of the iterates, the cycle above and the counter-example in (f).

## (a) Step length for idempotents

**Task.** For $P^2=P$, $Q^2=Q$, show $d=\operatorname{tr}P+\operatorname{tr}Q-2\operatorname{tr}(PQ)$.

**Solution.** Expand $(Q-P)^2=Q-QP-PQ+P$ and use $\operatorname{tr}(QP)=\operatorname{tr}(PQ)$, which is `hc`.

```lean
/-- For idempotent `P` and `Q`, `tr((Q - P)²) = tr P + tr Q - 2 tr(P Q)`. -/
theorem sqDist_of_idem {P Q : Matrix n n ℝ} (hP : P * P = P) (hQ : Q * Q = Q) :
    sqDist P Q = trace P + trace Q - 2 * trace (P * Q) := by
  have hc : trace (Q * P) = trace (P * Q) := Matrix.trace_mul_comm Q P
  simp only [sqDist, Matrix.sub_mul, Matrix.mul_sub, Matrix.trace_sub, hP, hQ]
  linarith
```

## (b) Sum of squares

**Task.** For symmetric $P,Q$, show $d=\sum_{ij}(Q_{ij}-P_{ij})^2$.

**Solution.** With $D=Q-P$, $\operatorname{tr}D^2=\sum_{ij}D_{ij}D_{ji}$ and $D_{ji}=D_{ij}$; `hP.apply` and `hQ.apply` swap the indices. So $d$ is the squared Hilbert–Schmidt distance.

```lean
/-- For symmetric `P` and `Q`, `tr((Q - P)²)` is the sum of the squared entries of `Q - P`. -/
theorem sqDist_eq_sum {P Q : Matrix n n ℝ} (hP : P.IsSymm) (hQ : Q.IsSymm) :
    sqDist P Q = ∑ i, ∑ j, (Q i j - P i j) ^ 2 := by
  simp only [sqDist, Matrix.trace, Matrix.diag_apply, Matrix.mul_apply, Matrix.sub_apply]
  refine Finset.sum_congr rfl fun i _ => Finset.sum_congr rfl fun j _ => ?_
  rw [hP.apply i j, hQ.apply i j]
  ring
```

## (c) The identity

**Task.** For idempotents of equal trace and any $F$, $b$, show
$$\operatorname{tr}((F-bP)Q)-\operatorname{tr}((F-bP)P)=\operatorname{tr}(FQ)+\tfrac b2 d-\operatorname{tr}(FP).$$

**Solution.** The left side is $\operatorname{tr}(FQ)-\operatorname{tr}(FP)+b\,[\operatorname{tr}P-\operatorname{tr}(PQ)]$. By (a) and equal traces, $d=2[\operatorname{tr}P-\operatorname{tr}(PQ)]$. The `rw` inserts this, and `ring` compares the sides.

```lean
/-- For idempotents of equal trace, the change of `tr((F - b P) ·)` from `P` to `Q` equals the
change of `tr(F ·)` plus `(b/2) tr((Q - P)²)`. -/
theorem shifted_change_eq (F : Matrix n n ℝ) (b : ℝ) {P Q : Matrix n n ℝ}
    (hP : P * P = P) (hQ : Q * Q = Q) (htr : trace Q = trace P) :
    trace (shiftedFock F b P * Q) - trace (shiftedFock F b P * P)
      = trace (F * Q) + b / 2 * sqDist P Q - trace (F * P) := by
  rw [sqDist_of_idem hP hQ, htr]
  simp only [shiftedFock, Matrix.sub_mul, Matrix.smul_mul, Matrix.trace_sub, Matrix.trace_smul,
    smul_eq_mul, hP]
  ring
```

## (d) The equivalence

**Task.** Under the same hypotheses, show that $\operatorname{tr}((F-bP)Q)\le\operatorname{tr}((F-bP)P)$ holds exactly when $\operatorname{tr}(FQ)+\tfrac b2 d\le\operatorname{tr}(FP)$.

**Solution.** Each inequality says that one side of (c) is at most zero. No symmetry of $F$, $P$, $Q$ and no sign of $b$ is assumed.

```lean
/-- Main result: for idempotents `P`, `Q` of equal trace and any `F`, `b`,
`tr((F - b P) Q) ≤ tr((F - b P) P)` holds exactly when
`tr(F Q) + (b/2) tr((Q - P)²) ≤ tr(F P)`. -/
theorem level_shift_descent_iff (F : Matrix n n ℝ) (b : ℝ) {P Q : Matrix n n ℝ}
    (hP : P * P = P) (hQ : Q * Q = Q) (htr : trace Q = trace P) :
    trace (shiftedFock F b P * Q) ≤ trace (shiftedFock F b P * P) ↔
      trace (F * Q) + b / 2 * sqDist P Q ≤ trace (F * P) := by
  have key := shifted_change_eq F b hP hQ htr
  constructor
  · intro h
    linarith
  · intro h
    linarith
```

## (e) Descent

**Task.** For projectors of equal trace, $b\ge0$ and the shifted inequality `hstep`, show $\operatorname{tr}(FQ)\le\operatorname{tr}(FP)$.

**Solution.** By (b), $\tfrac b2 d\ge0$ (`h2`, `h3`), so this term can be dropped from (d).

```lean
/-- For projectors of equal trace and a shift `b ≥ 0`, a step that does not raise
`tr((F - b P) ·)` does not raise `tr(F ·)`. -/
theorem fock_trace_le (F : Matrix n n ℝ) {b : ℝ} (hb : 0 ≤ b) {P Q : Matrix n n ℝ}
    (hP : IsProjector P) (hQ : IsProjector Q) (htr : trace Q = trace P)
    (hstep : trace (shiftedFock F b P * Q) ≤ trace (shiftedFock F b P * P)) :
    trace (F * Q) ≤ trace (F * P) := by
  have h1 := (level_shift_descent_iff F b hP.idem hQ.idem htr).mp hstep
  -- the penalty is a sum of squares
  have h2 : 0 ≤ sqDist P Q := by
    rw [sqDist_eq_sum hP.isSymm hQ.isSymm]
    exact Finset.sum_nonneg fun _ _ => Finset.sum_nonneg fun _ _ => sq_nonneg _
  have h3 : 0 ≤ b / 2 * sqDist P Q := mul_nonneg (by linarith) h2
  linarith
```

## (f) Strict descent

**Task.** With $b>0$ and $Q\ne P$, show $\operatorname{tr}(FQ)<\operatorname{tr}(FP)$.

**Solution.** Some entry differs, and its positive square is at most its row sum, hence at most $d$; this is the `calc` chain. Without symmetry the claim fails: $P=\operatorname{diag}(1,0)$, $Q=P+e_1e_2^{T}$, $F=0$ satisfy the shifted inequality with equality, and both traces vanish.

```lean
/-- For distinct projectors of equal trace and a shift `b > 0`, a step that does not raise
`tr((F - b P) ·)` strictly lowers `tr(F ·)`. -/
theorem fock_trace_lt (F : Matrix n n ℝ) {b : ℝ} (hb : 0 < b) {P Q : Matrix n n ℝ}
    (hP : IsProjector P) (hQ : IsProjector Q) (htr : trace Q = trace P) (hne : Q ≠ P)
    (hstep : trace (shiftedFock F b P * Q) ≤ trace (shiftedFock F b P * P)) :
    trace (F * Q) < trace (F * P) := by
  have h1 := (level_shift_descent_iff F b hP.idem hQ.idem htr).mp hstep
  obtain ⟨i, j, hij⟩ : ∃ i j, Q i j ≠ P i j := by
    by_contra h
    refine hne (Matrix.ext fun i j => ?_)
    by_contra h'
    exact h ⟨i, j, h'⟩
  -- one differing entry makes the sum of squares positive
  have h2 : 0 < sqDist P Q := by
    rw [sqDist_eq_sum hP.isSymm hQ.isSymm]
    calc (0 : ℝ) < (Q i j - P i j) ^ 2 :=
          lt_of_le_of_ne (sq_nonneg _) (Ne.symm (pow_ne_zero 2 (sub_ne_zero.mpr hij)))
      _ ≤ ∑ j', (Q i j' - P i j') ^ 2 :=
          Finset.single_le_sum (f := fun j' => (Q i j' - P i j') ^ 2)
            (fun _ _ => sq_nonneg _) (Finset.mem_univ j)
      _ ≤ ∑ i', ∑ j', (Q i' j' - P i' j') ^ 2 :=
          Finset.single_le_sum (f := fun i' => ∑ j', (Q i' j' - P i' j') ^ 2)
            (fun _ _ => Finset.sum_nonneg fun _ _ => sq_nonneg _) (Finset.mem_univ i)
  have h3 : 0 < b / 2 * sqDist P Q := mul_pos (by linarith) h2
  linarith
```

## (g) Roothaan steps are proximal steps

**Task.** For idempotent $P$, show that `IsRoothaanStep F b P Q` and `IsProximalStep F b P Q` are equivalent.

**Solution.** By (c), $\operatorname{tr}((F-bP)R)$ and $\operatorname{tr}(FR)+\tfrac b2\operatorname{tr}((R-P)^2)$ differ by $\operatorname{tr}((F-bP)P)-\operatorname{tr}(FP)$ for every projector $R$ with the trace of $P$, and this does not depend on $R$. Applying (c) to $Q$ (`h1`) and to $R$ (`h2`) transfers minimality both ways.

```lean
/-- From an idempotent `P`, the level-shifted Roothaan steps are exactly the proximal steps. -/
theorem roothaan_iff_proximal (F : Matrix n n ℝ) (b : ℝ) {P : Matrix n n ℝ} (hP : P * P = P)
    (Q : Matrix n n ℝ) : IsRoothaanStep F b P Q ↔ IsProximalStep F b P Q := by
  -- the two functionals differ by a constant on projectors of fixed trace
  constructor
  · intro h
    refine ⟨h.proj, h.tr, fun R hR hRt => ?_⟩
    have h1 := shifted_change_eq F b hP h.proj.idem h.tr
    have h2 := shifted_change_eq F b hP hR.idem hRt
    have h3 := h.minimal R hR hRt
    unfold penalised
    linarith
  · intro h
    refine ⟨h.proj, h.tr, fun R hR hRt => ?_⟩
    have h1 := shifted_change_eq F b hP h.proj.idem h.tr
    have h2 := shifted_change_eq F b hP hR.idem hRt
    have h3 := h.minimal R hR hRt
    unfold penalised at h3
    linarith
```

## (h) Energy expansion

**Task.** If $\operatorname{tr}(G(A)B)=\operatorname{tr}(G(B)A)$ for all matrices $A,B$ (`hG`), show for any $P,Q$ and $D=Q-P$ that
$$E(Q)=E(P)+\operatorname{tr}(F(P)Q)-\operatorname{tr}(F(P)P)+\tfrac12\operatorname{tr}(G(D)D).$$

**Solution.** Write $g(A,B)=\operatorname{tr}(G(A)B)$. The $h$ terms agree. The others on the right are $\tfrac12g(P,P)+g(P,Q)-g(P,P)+\tfrac12[g(Q,Q)-g(Q,P)-g(P,Q)+g(P,P)]$, which reduces to $\tfrac12g(Q,Q)$ by `hs`.

```lean
/-- For a trace-symmetric mean-field map, the energy change from `P` to `Q` is the change of
`tr(F(P) ·)` plus `(1/2) tr(G(Q - P) (Q - P))`. -/
theorem energy_expansion (h : Matrix n n ℝ) (G : Matrix n n ℝ →ₗ[ℝ] Matrix n n ℝ)
    (hG : ∀ A B, trace (G A * B) = trace (G B * A)) (P Q : Matrix n n ℝ) :
    energy h G Q = energy h G P + (trace (fock h G P * Q) - trace (fock h G P * P))
      + 1 / 2 * trace (G (Q - P) * (Q - P)) := by
  have hs := hG P Q
  simp only [energy, fock, map_sub, Matrix.sub_mul, Matrix.mul_sub, Matrix.add_mul,
    Matrix.trace_add, Matrix.trace_sub]
  linarith
```

## (i) Energy descent

**Task.** Assume also $\operatorname{tr}(G(D)D)\le L\operatorname{tr}(D^2)$ for symmetric $D$ (`hL`, with $L$ supplied, not derived). For projectors of equal trace obeying the shifted inequality with $F(P)$, show $E(Q)+\tfrac{b-L}2d\le E(P)$.

**Solution.** In (h), the linear change is at most $-\tfrac b2d$ by (d), and the quadratic term at most $\tfrac L2d$ (`h2`). The bound holds for every $b$ and, with (b), excludes a rise in energy when $b\ge L$.

```lean
/-- If `tr(G(D) D) ≤ L tr(D²)` for symmetric `D`, a step between projectors of equal trace that
does not raise `tr((F(P) - b P) ·)` obeys `E(Q) + ((b - L)/2) tr((Q - P)²) ≤ E(P)`. -/
theorem energy_descent (h : Matrix n n ℝ) (G : Matrix n n ℝ →ₗ[ℝ] Matrix n n ℝ)
    (hG : ∀ A B, trace (G A * B) = trace (G B * A)) {L : ℝ}
    (hL : ∀ D : Matrix n n ℝ, D.IsSymm → trace (G D * D) ≤ L * trace (D * D)) (b : ℝ)
    {P Q : Matrix n n ℝ} (hP : IsProjector P) (hQ : IsProjector Q) (htr : trace Q = trace P)
    (hstep : trace (shiftedFock (fock h G P) b P * Q)
      ≤ trace (shiftedFock (fock h G P) b P * P)) :
    energy h G Q + (b - L) / 2 * sqDist P Q ≤ energy h G P := by
  have h1 := (level_shift_descent_iff _ b hP.idem hQ.idem htr).mp hstep
  -- the second-order term is bounded by the step length
  have h2 : trace (G (Q - P) * (Q - P)) ≤ L * sqDist P Q := hL _ (hQ.isSymm.sub hP.isSymm)
  have h3 := energy_expansion h G hG P Q
  linarith
```

## (j) $N$ steps

**Task.** Under the assumptions of (i) on $G$ and $L$, for $N$ Roothaan steps from a projector $P_0$ at fixed $b$, each with the Fock matrix $F(P_k)$, show $\tfrac{b-L}2\sum_{k<N}d_k\le E(P_0)-E(P_N)$, where $d_k=\operatorname{tr}((P_{k+1}-P_k)^2)$.

**Solution.** $P_k$ is itself a competitor (`hs.minimal _ hp rfl`), so (i) applies at each step and the energies telescope. The induction also carries that $P_m$ is a projector.

```lean
/-- Along `N` level-shifted Roothaan steps from a projector, `(b - L)/2` times the sum of the
squared step lengths is at most the total energy lowering `E(P₀) - E(P_N)`. -/
theorem energy_descent_sum (h : Matrix n n ℝ) (G : Matrix n n ℝ →ₗ[ℝ] Matrix n n ℝ)
    (hG : ∀ A B, trace (G A * B) = trace (G B * A)) {L : ℝ}
    (hL : ∀ D : Matrix n n ℝ, D.IsSymm → trace (G D * D) ≤ L * trace (D * D)) (b : ℝ)
    (P : ℕ → Matrix n n ℝ) (N : ℕ) (h0 : IsProjector (P 0))
    (hstep : ∀ k, k < N → IsRoothaanStep (fock h G (P k)) b (P k) (P (k + 1))) :
    (b - L) / 2 * ∑ k ∈ Finset.range N, sqDist (P k) (P (k + 1))
      ≤ energy h G (P 0) - energy h G (P N) := by
  have key : ∀ m, m ≤ N → IsProjector (P m) ∧
      (b - L) / 2 * ∑ k ∈ Finset.range m, sqDist (P k) (P (k + 1))
        ≤ energy h G (P 0) - energy h G (P m) := by
    intro m
    induction m with
    | zero =>
      intro _
      exact ⟨h0, by simp⟩
    | succ m ih =>
      intro hm
      obtain ⟨hp, hb⟩ := ih (by omega)
      have hs := hstep m (by omega)
      refine ⟨hs.proj, ?_⟩
      -- the current density is itself a competitor in the minimisation
      have hd := energy_descent h G hG hL b hp hs.proj hs.tr (hs.minimal _ hp rfl)
      rw [Finset.sum_range_succ, mul_add]
      linarith
  exact (key N le_rfl).2
```

## (k) A two-site step

```lean
/-- Core Hamiltonian of a two-site model. -/
def dimerCore : Matrix (Fin 2) (Fin 2) ℝ := !![1, 1; 1, 0]

/-- On-site mean-field map of the two-site model: it keeps the diagonal of the density matrix. -/
def onSite : Matrix (Fin 2) (Fin 2) ℝ →ₗ[ℝ] Matrix (Fin 2) (Fin 2) ℝ where
  toFun D := !![D 0 0, 0; 0, D 1 1]
  map_add' A B := by
    ext i j
    fin_cases i <;> fin_cases j <;> simp
  map_smul' c A := by
    ext i j
    fin_cases i <;> fin_cases j <;> simp

/-- Density matrix localised on the first site. -/
def dimerP : Matrix (Fin 2) (Fin 2) ℝ := !![1, 0; 0, 0]

/-- Density matrix shared equally between the two sites with opposite signs. -/
def dimerQ : Matrix (Fin 2) (Fin 2) ℝ := !![1 / 2, -1 / 2; -1 / 2, 1 / 2]
```

**Task.** Show that `onSite` is trace-symmetric and bounded with $L=1$, and that `dimerQ` differs from the projector `dimerP` and is a Roothaan step from it at $b=2$.

**Solution.** With indices 0 and 1, $\operatorname{tr}(G(A)B)=A_{00}B_{00}+A_{11}B_{11}$ is symmetric, and $\operatorname{tr}D^2-\operatorname{tr}(G(D)D)=2D_{01}^2\ge0$. The shifted matrix is pure hopping (`hA`), so the functional is $R_{10}+R_{01}=2R_{01}$ for symmetric $R$. Idempotency with $R_{10}=R_{01}$ (`hs`) gives $R_{00}^2+R_{01}^2=R_{00}$, hence $0\le(R_{00}-\tfrac12)^2+(R_{01}+\tfrac12)^2=R_{01}+\tfrac12$, the squares passed to `nlinarith`. `dimerQ` attains $R_{01}=-\tfrac12$.

```lean
/-- In the two-site model the on-site map is trace-symmetric and obeys the bound with `L = 1`,
and `dimerQ ≠ dimerP` is a level-shifted Roothaan step from the projector `dimerP` at `b = 2`. -/
theorem roothaan_step_witness :
    (∀ A B, trace (onSite A * B) = trace (onSite B * A)) ∧
    (∀ D : Matrix (Fin 2) (Fin 2) ℝ, D.IsSymm → trace (onSite D * D) ≤ 1 * trace (D * D)) ∧
    IsProjector dimerP ∧
    IsRoothaanStep (fock dimerCore onSite dimerP) 2 dimerP dimerQ ∧ dimerQ ≠ dimerP := by
  have hG : ∀ D : Matrix (Fin 2) (Fin 2) ℝ, onSite D = !![D 0 0, 0; 0, D 1 1] := fun _ => rfl
  have htr : ∀ A B : Matrix (Fin 2) (Fin 2) ℝ, trace (A * B)
      = A 0 0 * B 0 0 + A 0 1 * B 1 0 + (A 1 0 * B 0 1 + A 1 1 * B 1 1) := by
    intro A B
    simp only [Matrix.trace_fin_two, Matrix.mul_apply, Fin.sum_univ_two]
  have hGtr : ∀ A B : Matrix (Fin 2) (Fin 2) ℝ,
      trace (onSite A * B) = A 0 0 * B 0 0 + A 1 1 * B 1 1 := by
    intro A B
    rw [htr, hG A]
    simp
  -- the shifted Fock matrix is pure hopping
  have hA : shiftedFock (fock dimerCore onSite dimerP) 2 dimerP = !![0, 1; 1, 0] := by
    ext i j
    fin_cases i <;> fin_cases j <;> simp [shiftedFock, fock, hG, dimerCore, dimerP]
    norm_num
  have hAtr : ∀ R : Matrix (Fin 2) (Fin 2) ℝ,
      trace (shiftedFock (fock dimerCore onSite dimerP) 2 dimerP * R) = R 1 0 + R 0 1 := by
    intro R
    rw [hA, htr]
    simp
  refine ⟨fun A B => ?_, fun D hD => ?_, ⟨?_, ?_⟩, ⟨⟨?_, ?_⟩, ?_, fun R hR _ => ?_⟩, ?_⟩
  · rw [hGtr A B, hGtr B A]
    ring
  · rw [hGtr D D, htr D D, hD.apply 0 1]
    nlinarith [sq_nonneg (D 0 1)]
  · exact Matrix.IsSymm.ext fun i j => by fin_cases i <;> fin_cases j <;> simp [dimerP]
  · ext i j
    fin_cases i <;> fin_cases j <;> simp [dimerP, Matrix.mul_apply, Fin.sum_univ_two]
  · exact Matrix.IsSymm.ext fun i j => by fin_cases i <;> fin_cases j <;> simp [dimerQ]
  · ext i j
    fin_cases i <;> fin_cases j <;> simp [dimerQ, Matrix.mul_apply, Fin.sum_univ_two] <;>
      norm_num
  · simp [Matrix.trace_fin_two, dimerQ, dimerP]
    norm_num
  · -- symmetry and idempotency bound the off-diagonal entry below by -1/2
    have hs : R 1 0 = R 0 1 := hR.isSymm.apply 0 1
    have hi : (R * R) 0 0 = R 0 0 := by rw [hR.idem]
    simp only [Matrix.mul_apply, Fin.sum_univ_two] at hi
    have hq : dimerQ 1 0 + dimerQ 0 1 = -1 := by
      simp [dimerQ]
    rw [hAtr dimerQ, hAtr R, hq]
    rw [hs] at hi ⊢
    nlinarith [sq_nonneg (R 0 0 - 1 / 2), sq_nonneg (R 0 1 + 1 / 2)]
  · intro h
    have h01 := congrFun (congrFun h 0) 1
    simp [dimerQ, dimerP] at h01
```

## (l) Equal trace is needed

**Task.** For $P=\operatorname{diag}(1,0)$, $Q=1$, $F=0$, $b=1$, show that the shifted inequality holds and the penalised one fails.

**Solution.** Both shifted traces equal $-\operatorname{tr}P=-1$. By (a), $d=1+2-2=1$, so the penalised value $\tfrac12$ exceeds $\operatorname{tr}(FP)=0$.

```lean
/-- For the projectors `P = dimerP` and `Q = 1`, whose traces differ, with `F = 0` and `b = 1`,
the shifted inequality holds while the penalised one fails. -/
theorem equal_trace_needed :
    IsProjector dimerP ∧ IsProjector (1 : Matrix (Fin 2) (Fin 2) ℝ) ∧
    trace (1 : Matrix (Fin 2) (Fin 2) ℝ) ≠ trace dimerP ∧
    trace (shiftedFock 0 1 dimerP * (1 : Matrix (Fin 2) (Fin 2) ℝ))
      ≤ trace (shiftedFock 0 1 dimerP * dimerP) ∧
    trace ((0 : Matrix (Fin 2) (Fin 2) ℝ) * dimerP) < penalised 0 1 dimerP 1 := by
  have hP : IsProjector dimerP := roothaan_step_witness.2.2.1
  have ht : trace dimerP = 1 := by simp [Matrix.trace_fin_two, dimerP]
  have h1 : trace (1 : Matrix (Fin 2) (Fin 2) ℝ) = 2 := by simp
  refine ⟨hP, ⟨Matrix.isSymm_one, Matrix.one_mul _⟩, ?_, ?_, ?_⟩
  · rw [h1, ht]
    norm_num
  · simp [shiftedFock, hP.idem]
  · unfold penalised
    rw [sqDist_of_idem hP.idem (Matrix.one_mul _), Matrix.mul_one dimerP, h1, ht]
    simp

end

end LevelShiftedRoothaan
```

```lean
#print axioms LevelShiftedRoothaan.level_shift_descent_iff
-- 'LevelShiftedRoothaan.level_shift_descent_iff' depends on axioms: [propext, Classical.choice, Quot.sound]
#print axioms LevelShiftedRoothaan.roothaan_iff_proximal
-- 'LevelShiftedRoothaan.roothaan_iff_proximal' depends on axioms: [propext, Classical.choice, Quot.sound]
#print axioms LevelShiftedRoothaan.energy_descent_sum
-- 'LevelShiftedRoothaan.energy_descent_sum' depends on axioms: [propext, Classical.choice, Quot.sound]
#print axioms LevelShiftedRoothaan.equal_trace_needed
-- 'LevelShiftedRoothaan.equal_trace_needed' depends on axioms: [propext, Classical.choice, Quot.sound]
```
